# A smooth energy functional with curvature at most $M$ misses a kink of size $0<D\le 2M$ by at least $D^2/(16M)$ somewhere

A smooth energy functional can match the energies of a localized orbital at 0, 1 and 2 electrons and still have equal slopes on both sides of 1, so that the gap read from those slopes is zero. Without a bound on the error, one may keep refitting its parameters in the hope that the misfit between the integers will vanish. If the exact energy consists of two straight lines whose slope jumps upward at 1, the misfit cannot fall below a definite positive value at fixed maximum curvature.

```lean
import Mathlib

open Set

namespace MottGapSmoothFunctional

noncomputable section
```

Mathlib supplies the calculus. `Icc 0 2` will denote the closed interval $[0,2]$.

## The kinked energy and its smooth competitors

```lean
/-- The exact energy of a localized orbital holding `s` electrons, with ionization energy `I`
and electron affinity `A`: two straight lines whose slopes differ by `I - A`. -/
def exactEnergy (I A s : ℝ) : ℝ := -I * s + (I - A) * max 0 (s - 1)
```

Let $s$ be the occupation, $I$ the ionization energy, $A$ the electron affinity and $D=I-A$. The definition reads
$$F(s)=-Is+D\max(0,s-1),$$
with the empty orbital at zero energy. The slope is $-I$ below $s=1$ and $-A$ above it. This piecewise linear form is assumed: it stands for a zero-temperature mixture of states with integer electron number. Only the total occupation enters, so any dependence of the energy on how the electrons are divided between the two spins is not covered.

```lean
/-- The energy functional `g` is twice differentiable for occupations in `[0, 2]`, and its
second derivative is at most `M` in absolute value there. -/
def CurvatureBounded (g : ℝ → ℝ) (M : ℝ) : Prop :=
  ∃ g₁ g₂ : ℝ → ℝ, ∀ s ∈ Icc (0 : ℝ) 2,
    HasDerivWithinAt g (g₁ s) (Icc 0 2) s ∧
    HasDerivWithinAt g₁ (g₂ s) (Icc 0 2) s ∧ |g₂ s| ≤ M
```

A `Prop` is a statement. This one says that $g$ has first and second derivatives $g_1,g_2$ on $[0,2]$, one-sided at the ends, with $|g_2|\le M$. The second derivative need not be continuous.

```lean
/-- A parabola in the occupation `s` with second derivative `M`, placed around the kink of the
exact energy. -/
def parabolicEnergy (I A M s : ℝ) : ℝ :=
  -I * s + (I - A) / 2 * (s - 1) + M / 2 * (s - 1) ^ 2 + (I - A) ^ 2 / (16 * M)
```

This parabola, $P(s)$, has second derivative $M$ and will serve as the best case at the end.

## Comparing second differences

```lean
/-- Moving a fraction `h` of an electron from one singly occupied orbital to another costs
`(I - A) * h` in the exact energy. -/
theorem exactEnergy_second_difference (I A : ℝ) {h : ℝ} (h0 : 0 ≤ h) :
    exactEnergy I A (1 + h) + exactEnergy I A (1 - h) - 2 * exactEnergy I A 1
      = (I - A) * h := by
  unfold exactEnergy
  rw [max_eq_right (by linarith : (0 : ℝ) ≤ 1 + h - 1),
    max_eq_left (by linarith : 1 - h - 1 ≤ (0 : ℝ)),
    max_eq_left (by linarith : (1 : ℝ) - 1 ≤ 0)]
  ring
```

After the colon comes the claim, and after `:=` its proof. For $h\ge0$,
$$F(1+h)=-I(1+h)+Dh,\quad F(1-h)=-I(1-h),\quad F(1)=-I,$$
so $F(1+h)+F(1-h)-2F(1)=Dh$. For $h\le1$ this is the cost of moving a fraction $h$ of an electron between two orbitals, provided that they are identical and do not interact. The `rw` lines choose the branch of each maximum, and `ring` does the algebra.

```lean
/-- For a functional of curvature at most `M`, the same transfer of a fraction `h` of an
electron costs at most `M * h ^ 2`. -/
theorem smooth_second_difference {g : ℝ → ℝ} {M h : ℝ} (hg : CurvatureBounded g M)
    (h0 : 0 ≤ h) (h1 : h ≤ 1) :
    g (1 + h) + g (1 - h) - 2 * g 1 ≤ M * h ^ 2 := by
  obtain ⟨g₁, g₂, hd⟩ := hg
  -- subtracting `g` from a parabola of curvature `M` leaves a convex function
  have d1 : ∀ s ∈ Icc (0 : ℝ) 2, HasDerivWithinAt (fun x => M / 2 * (x * x) - g x)
      (M * s - g₁ s) (Icc 0 2) s := fun s hs =>
    ((((hasDerivAt_id' s).mul (hasDerivAt_id' s)).const_mul (M / 2)).hasDerivWithinAt.sub
      (hd s hs).1).congr_deriv (by ring)
  have d2 : ∀ s ∈ Icc (0 : ℝ) 2, HasDerivWithinAt (fun x => M * x - g₁ x)
      (M - g₂ s) (Icc 0 2) s := fun s hs =>
    (((hasDerivAt_id' s).const_mul M).hasDerivWithinAt.sub
      (hd s hs).2.1).congr_deriv (by ring)
  have hconv : ConvexOn ℝ (Icc (0 : ℝ) 2) (fun x => M / 2 * (x * x) - g x) := by
    refine convexOn_of_hasDerivWithinAt2_nonneg (f' := fun x => M * x - g₁ x)
      (f'' := fun x => M - g₂ x) (convex_Icc 0 2)
      (fun s hs => (d1 s hs).continuousWithinAt)
      (fun s hs => (d1 s (interior_subset hs)).mono interior_subset)
      (fun s hs => (d2 s (interior_subset hs)).mono interior_subset) ?_
    intro s hs
    have := (abs_le.1 (hd s (interior_subset hs)).2.2).2
    exact sub_nonneg.2 this
  -- convexity at the midpoint of `1 - h` and `1 + h`
  have hm : 1 - h ∈ Icc (0 : ℝ) 2 := ⟨by linarith, by linarith⟩
  have hp : 1 + h ∈ Icc (0 : ℝ) 2 := ⟨by linarith, by linarith⟩
  have key := hconv.2 hm hp (by norm_num : (0 : ℝ) ≤ 1 / 2)
    (by norm_num : (0 : ℝ) ≤ 1 / 2) (by norm_num)
  simp only [smul_eq_mul] at key
  rw [show (1 : ℝ) / 2 * (1 - h) + 1 / 2 * (1 + h) = 1 by ring] at key
  nlinarith [key]
```

For $0\le h\le1$, put $p(s)=Ms^2/2-g(s)$. Then $p''=M-g''\ge0$, so $p$ is convex and $2p(1)\le p(1+h)+p(1-h)$. Since
$$\tfrac M2\left[(1+h)^2+(1-h)^2-2\right]=Mh^2,$$
this gives $g(1+h)+g(1-h)-2g(1)\le Mh^2$.

In Lean, `d1` and `d2` are the two derivatives of $p$, `hconv` is its convexity, and `key` is the midpoint inequality.

```lean
/-- For every step `h` between 0 and 1, a functional of curvature at most `M` misses the exact
energy by at least `((I - A) * h - M * h ^ 2) / 4` at some occupation. -/
theorem exists_error_of_step {g : ℝ → ℝ} {M h : ℝ} (I A : ℝ) (hg : CurvatureBounded g M)
    (h0 : 0 ≤ h) (h1 : h ≤ 1) :
    ∃ s ∈ Icc (0 : ℝ) 2, ((I - A) * h - M * h ^ 2) / 4 ≤ |g s - exactEnergy I A s| := by
  by_contra! hc
  have e1 := abs_lt.1 (hc (1 + h) ⟨by linarith, by linarith⟩)
  have e2 := abs_lt.1 (hc (1 - h) ⟨by linarith, by linarith⟩)
  have e3 := abs_lt.1 (hc 1 ⟨by norm_num, by norm_num⟩)
  have hF := exactEnergy_second_difference I A h0
  have hG := smooth_second_difference hg h0 h1
  linarith [e1.1, e2.1, e3.2]
```

Let $e=g-F$ and $\eta=(Dh-Mh^2)/4$. Suppose $|e|<\eta$ throughout $[0,2]$; this is what `by_contra!` assumes. Then
$$e(1+h)+e(1-h)-2e(1)>-4\eta=Mh^2-Dh.$$
The two preceding results say that the left side is at most $Mh^2-Dh$, a contradiction. `linarith` combines these inequalities.

## The error that remains

```lean
/-- If the derivative discontinuity `I - A` is positive and at most `2 * M`, a functional of
curvature at most `M` misses the exact energy by at least `(I - A) ^ 2 / (16 * M)` at some
occupation between 0 and 2. -/
theorem smooth_functional_misses_mott_gap {g : ℝ → ℝ} {I A M : ℝ}
    (hg : CurvatureBounded g M) (hgap : 0 < I - A) (hM : I - A ≤ 2 * M) :
    ∃ s ∈ Icc (0 : ℝ) 2, (I - A) ^ 2 / (16 * M) ≤ |g s - exactEnergy I A s| := by
  have hM0 : 0 < M := by linarith
  -- the step that makes the lower bound largest
  obtain ⟨s, hs, h⟩ := exists_error_of_step (h := (I - A) / (2 * M)) I A hg
    (by positivity) ((div_le_one (by positivity)).2 hM)
  refine ⟨s, hs, le_trans (le_of_eq ?_) h⟩
  field_simp
  ring
```

The expression $Dh-Mh^2$ is largest at $h=D/(2M)$. The hypotheses `hgap` and `hM`, $0<D\le2M$, make $M$ positive and keep this step within $(0,1]$. Substitution gives
$$\frac14\left(\frac{D^2}{2M}-\frac{D^2}{4M}\right)=\frac{D^2}{16M}.$$
`field_simp` and `ring` verify this value. For a single orbital with this idealized energy, the result limits how well a density functional whose curvature in the occupation is at most $M$ can reproduce the energy curve behind a Mott gap. It bounds an energy error, not the error of a computed band gap.

```lean
/-- If a functional stays within `ε` of the exact energy at all occupations between 0 and 2, with
`ε` below one eighth of `I - A`, then every bound `M` on its curvature satisfies `(I - A) ^ 2 ≤ 16 *
ε * M`. -/
theorem curvature_needed_for_accuracy {g : ℝ → ℝ} {I A M ε : ℝ}
    (hg : CurvatureBounded g M) (hε : ε < (I - A) / 8)
    (herr : ∀ s ∈ Icc (0 : ℝ) 2, |g s - exactEnergy I A s| ≤ ε) :
    (I - A) ^ 2 ≤ 16 * ε * M := by
  have hε0 : 0 ≤ ε := (abs_nonneg _).trans (herr 1 ⟨by norm_num, by norm_num⟩)
  have hgap : 0 < I - A := by linarith
  by_cases hM : I - A ≤ 2 * M
  · obtain ⟨s, hs, h⟩ := smooth_functional_misses_mott_gap hg hgap hM
    have h2 := h.trans (herr s hs)
    rw [div_le_iff₀ (by linarith)] at h2
    linarith
  · -- a smaller curvature is excluded by the full step `h = 1`
    obtain ⟨s, hs, h⟩ := exists_error_of_step (h := 1) I A hg (by norm_num) le_rfl
    have h2 := h.trans (herr s hs)
    have h3 := not_le.1 hM
    linarith
```

Now suppose that $|e|\le\varepsilon$ everywhere and $\varepsilon<D/8$. Since $\varepsilon\ge0$, the gap $D$ is positive. There are two cases:

- If $D\le2M$, the previous theorem gives $D^2/(16M)\le\varepsilon$, hence $D^2\le16\varepsilon M$.
- If $D>2M$, the step $h=1$ gives $\varepsilon\ge(D-M)/4>D/8$, which is excluded.

Halving the permitted error therefore doubles the least curvature bound that this inequality allows.

```lean
/-- For `0 < M ≤ I - A`, the parabolic energy has curvature at most `M` and stays within
`(I - A) ^ 2 / (16 * M)` of the exact energy at all occupations between 0 and 2. -/
theorem parabolicEnergy_attains_bound {I A M : ℝ} (hM : 0 < M) (hgap : M ≤ I - A) :
    CurvatureBounded (parabolicEnergy I A M) M ∧
    ∀ s ∈ Icc (0 : ℝ) 2,
      |parabolicEnergy I A M s - exactEnergy I A s| ≤ (I - A) ^ 2 / (16 * M) := by
  constructor
  · have h1 : ∀ s : ℝ, HasDerivAt (fun x : ℝ => x - 1) 1 s := fun s =>
      (hasDerivAt_id' s).sub_const 1
    have hsq : ∀ s : ℝ, HasDerivAt (fun x : ℝ => (x - 1) ^ 2) (2 * (s - 1)) s := fun s =>
      ((h1 s).fun_pow 2).congr_deriv (by norm_num)
    have d1 : ∀ s : ℝ, HasDerivAt (parabolicEnergy I A M)
        (-I + (I - A) / 2 + M * (s - 1)) s := fun s =>
      (((((hasDerivAt_id' s).const_mul (-I)).add ((h1 s).const_mul ((I - A) / 2))).add
        ((hsq s).const_mul (M / 2))).add_const ((I - A) ^ 2 / (16 * M))).congr_deriv (by ring)
    have d2 : ∀ s : ℝ, HasDerivAt (fun x : ℝ => -I + (I - A) / 2 + M * (x - 1)) M s :=
      fun s => (((h1 s).const_mul M).const_add (-I + (I - A) / 2)).congr_deriv (by ring)
    exact ⟨fun x => -I + (I - A) / 2 + M * (x - 1), fun _ => M, fun s _ =>
      ⟨(d1 s).hasDerivWithinAt, (d2 s).hasDerivWithinAt, (abs_of_pos hM).le⟩⟩
  · -- the error depends only on the distance `u` from single occupation
    have key : ∀ u : ℝ, 0 ≤ u → u ≤ 1 →
        |M / 2 * u ^ 2 - (I - A) / 2 * u + (I - A) ^ 2 / (16 * M)|
          ≤ (I - A) ^ 2 / (16 * M) := by
      intro u hu hu1
      have hs : M / 2 * u ^ 2 - (I - A) / 2 * u + 2 * ((I - A) ^ 2 / (16 * M))
          = M / 2 * (u - (I - A) / (2 * M)) ^ 2 := by
        field_simp
        ring
      have hpos : 0 ≤ M / 2 * (u - (I - A) / (2 * M)) ^ 2 := by positivity
      have hup : 0 ≤ u * ((I - A) - M * u) :=
        mul_nonneg hu (by nlinarith [mul_nonneg hM.le (sub_nonneg.2 hu1)])
      exact abs_le.2 ⟨by linarith, by nlinarith [hup]⟩
    intro s hs
    unfold parabolicEnergy exactEnergy
    rcases le_total s 1 with h | h
    · rw [max_eq_left (by linarith : s - 1 ≤ 0)]
      convert key (1 - s) (by linarith) (by linarith [hs.1]) using 2
      ring
    · rw [max_eq_right (by linarith : 0 ≤ s - 1)]
      convert key (s - 1) (by linarith) (by linarith [hs.2]) using 2
      ring

end

end MottGapSmoothFunctional
```

For $0<M\le D$, this theorem shows that $P$ satisfies the curvature condition and has error at most $c=D^2/(16M)$. The first part differentiates $P$ twice. For the second, let $u=|s-1|\le1$. On both sides of the kink,
$$P-F=\tfrac M2u^2-\tfrac D2u+c.$$
Completing the square gives
$$P-F+c=\tfrac M2\left(u-\tfrac{D}{2M}\right)^2\ge0,$$
while
$$P-F-c=-\tfrac12u(D-Mu)\le0,$$
because $Mu\le M\le D$. Hence $|P-F|\le c$. Lean proves this once in $u$, as `key`, and applies it on each side of $s=1$.

When $M\le D\le2M$, the lower bound and this parabola meet, so the constant 16 is optimal in that range.

```lean
#print axioms MottGapSmoothFunctional.smooth_functional_misses_mott_gap
-- 'MottGapSmoothFunctional.smooth_functional_misses_mott_gap' depends on axioms: [propext, Classical.choice, Quot.sound]
#print axioms MottGapSmoothFunctional.curvature_needed_for_accuracy
-- 'MottGapSmoothFunctional.curvature_needed_for_accuracy' depends on axioms: [propext, Classical.choice, Quot.sound]
#print axioms MottGapSmoothFunctional.parabolicEnergy_attains_bound
-- 'MottGapSmoothFunctional.parabolicEnergy_attains_bound' depends on axioms: [propext, Classical.choice, Quot.sound]
```
